# Without correlation, the stiffness of the unpolarised electron gas changes sign at one Wigner–Seitz radius

In a uniform gas of density n, the kinetic energy per electron grows as n^(2/3) and the exchange energy per electron as −n^(1/3). With positive constants C and D, the energy per volume is

C n^(5/3) − D n^(4/3),

and its second density derivative is

(10/9) C n^(−1/3) − (4/9) D n^(−2/3) = (2/9) n^(−2/3) (5 C n^(1/3) − 2 D).

The kinetic term is convex, the exchange term concave, and the concave one wins at low density. This second derivative is called the stiffness below. The rest of the note computes it for a general energy curve and then locates the sign change for the gas coefficients, in atomic units.

## An energy that depends on the density alone

The gas is uniform and three-dimensional, and its energy is assumed to depend on the density alone. The density is expressed through one length, the Wigner–Seitz radius r = (3/(4πn))^(1/3), the radius of a sphere holding one electron on average. The energy per electron is a function e(r).

```lean
import Mathlib

open scoped Real

namespace ElectronGasStiffness

noncomputable section

/-- The Wigner–Seitz radius of an electron gas of density `n`. -/
def wignerSeitz (n : ℝ) : ℝ := (3 / (4 * π * n)) ^ (1 / 3 : ℝ)

/-- The energy per volume at density `n`, for an energy per electron `e` given as a function
of the Wigner–Seitz radius. -/
def energyDensity (e : ℝ → ℝ) (n : ℝ) : ℝ := n * e (wignerSeitz n)

/-- The stiffness of the gas: the second density derivative of the energy per volume. -/
def stiffness (e : ℝ → ℝ) (n : ℝ) : ℝ := deriv (deriv (energyDensity e)) n
```

In `energyDensity e n` the curve `e` is any real function and `n` a real number; `stiffness` differentiates that product twice. Spin polarisation, temperature and density gradients do not appear.

## Coefficients of an unpolarised gas without correlation

The constant a = (4/(9π))^(1/3) converts the radius into the Fermi momentum k_F = (3π²n)^(1/3), through a r k_F = 1. The kinetic energy per electron is 3k_F²/10 and the exchange energy is −3k_F/(4π), which in terms of r become 3/(10a²r²) and −3/(4πar).

```lean
/-- The constant `a = (4 / (9 π))^(1/3)` of the three-dimensional electron gas. -/
def gasConst : ℝ := (4 / (9 * π)) ^ (1 / 3 : ℝ)

/-- Kinetic energy per electron of the unpolarised gas, in atomic units. -/
def kineticEnergy (r : ℝ) : ℝ := 3 / (10 * gasConst ^ 2 * r ^ 2)

/-- Kinetic plus exchange energy per electron of the unpolarised gas, in atomic units. -/
def kineticExchangeEnergy (r : ℝ) : ℝ := kineticEnergy r - 3 / (4 * π * gasConst * r)
```

These two expressions enter as definitions and are not derived from a many-electron wave function. They stand for plane-wave orbitals filled equally for both spins up to k_F, with the classical charge of the electrons cancelled by a uniform background. Correlation would add its own terms to e′ and e″, and would in general move the sign change.

## A dielectric function built from the stiffness

The last definition postulates the long-wavelength static response. A slowly varying electrostatic potential energy φ, applied plus induced, shifts the local density by −φ divided by the stiffness, and the Coulomb interaction 4π/q² at wave number q turns that shift into screening:

ε(q) = 1 + 4π/(q² · stiffness).

```lean
/-- The long-wavelength form of the static dielectric function at wave number `q`,
expressed through the stiffness, in atomic units. -/
def longWaveDielectric (e : ℝ → ℝ) (n q : ℝ) : ℝ := 1 + 4 * π / (q ^ 2 * stiffness e n)
```

This form describes the limit of small wave numbers, although the Lean definition accepts every real `q`.

## Positive density

The hypothesis `hn : 0 < n` says that there are electrons. By hand it permits the division by n and makes r a positive, smooth function of n. As n tends to zero, r grows without bound, so no finite radius belongs to n = 0.

```lean
/-- The Wigner–Seitz radius is positive at positive density. -/
theorem wignerSeitz_pos {n : ℝ} (hn : 0 < n) : 0 < wignerSeitz n := by
  unfold wignerSeitz
  positivity

/-- Every positive radius `r` is the Wigner–Seitz radius of the positive density
`3 / (4 π r³)`. -/
theorem wignerSeitz_of_radius {r : ℝ} (hr : 0 < r) :
    0 < 3 / (4 * π * r ^ 3) ∧ wignerSeitz (3 / (4 * π * r ^ 3)) = r := by
  refine ⟨by positivity, ?_⟩
  have h : 3 / (4 * π * (3 / (4 * π * r ^ 3))) = r ^ 3 := by
    field_simp
  unfold wignerSeitz
  rw [h, ← Real.rpow_natCast, ← Real.rpow_mul hr.le]
  norm_num

/-- At positive density the product of `a`, the Wigner–Seitz radius and the Fermi momentum `(3 π²
n)^(1/3)` is 1. -/
theorem gasConst_mul_radius_mul_fermi {n : ℝ} (hn : 0 < n) :
    gasConst * wignerSeitz n * (3 * π ^ 2 * n) ^ (1 / 3 : ℝ) = 1 := by
  unfold gasConst wignerSeitz
  rw [← Real.mul_rpow (by positivity) (by positivity),
    ← Real.mul_rpow (by positivity) (by positivity)]
  have h : 4 / (9 * π) * (3 / (4 * π * n)) * (3 * π ^ 2 * n) = 1 := by
    field_simp
    norm_num
  rw [h, Real.one_rpow]
```

The second of these lemmas runs the map backwards: any r > 0 belongs to the density 3/(4πr³). Radii below, at and above a critical value are therefore all realised. The third confirms a r k_F = 1 by multiplying the three cube roots under one root, where the product of the arguments is 1.

Since r is proportional to n^(−1/3),

dr/dn = −r/(3n).

```lean
/-- The Wigner–Seitz radius changes with density at the rate `-r / (3 n)`. -/
theorem hasDerivAt_wignerSeitz {n : ℝ} (hn : 0 < n) :
    HasDerivAt wignerSeitz (-wignerSeitz n / (3 * n)) n := by
  have hn' := hn.ne'
  have hg : HasDerivAt (fun m : ℝ => 3 / (4 * π * m)) (-(3 / (4 * π * n)) / n) n := by
    have h := (hasDerivAt_inv hn').const_mul (3 / (4 * π))
    refine (h.congr_deriv ?_).congr_of_eventuallyEq
      (Filter.Eventually.of_forall fun m => ?_)
    · field_simp
    · ring
  have hpos : 3 / (4 * π * n) ≠ 0 := by positivity
  refine (hg.rpow_const (p := (1 / 3 : ℝ)) (Or.inl hpos)).congr_deriv ?_
  rw [Real.rpow_sub_one hpos]
  change _ = -((3 / (4 * π * n)) ^ (1 / 3 : ℝ)) / (3 * n)
  generalize (3 / (4 * π * n)) ^ (1 / 3 : ℝ) = w
  field_simp
```

The proof differentiates 3/(4πm) with respect to m at m = n and applies the power rule `rpow_const`, which here needs a nonzero base. Positive density supplies it.

## A slope at every positive radius

The hypothesis `he` says that e has the derivative `e1 r` at each r > 0, so `e1` plays the part of e′. Physically, the chemical potential exists at every density. By the product and chain rules,

d(n e)/dn = e + n e′ · (−r/(3n)) = e − r e′/3.

```lean
/-- The chemical potential, the density derivative of the energy per volume,
is `e - r e' / 3`. -/
theorem hasDerivAt_energyDensity {e e1 : ℝ → ℝ} (he : ∀ r, 0 < r → HasDerivAt e (e1 r) r)
    {n : ℝ} (hn : 0 < n) :
    HasDerivAt (energyDensity e)
      (e (wignerSeitz n) - wignerSeitz n * e1 (wignerSeitz n) / 3) n := by
  have hn' := hn.ne'
  have h := (hasDerivAt_id n).mul
    ((he _ (wignerSeitz_pos hn)).comp n (hasDerivAt_wignerSeitz hn))
  refine HasDerivAt.congr_deriv (f := energyDensity e) h ?_
  simp only [Function.comp_apply, id_eq]
  field_simp
  ring
```

The Lean proof forms the same product and composition, and `field_simp` and `ring` simplify the result. If e had a kink, as where two energy curves cross, the chemical potential would jump at that density. The hypothesis covers all positive radii, which is more than one density requires: a neighbourhood of its radius would be enough.

## A second derivative at one radius

The hypothesis `he1` says that `e1` is differentiable at the radius of interest, with derivative `e2`, the value of e″ there. Differentiating the chemical potential once more gives

d²(n e)/dn² = (−r/(3n)) · (e′ − e′/3 − r e″/3) = (r/(9n)) (r e″ − 2e′).

```lean
/-- The second density derivative of the energy per volume exists and equals
`(r / (9 n)) (r e'' - 2 e')`, taken at the Wigner–Seitz radius `r` of the density `n`. -/
theorem hasDerivAt_chemicalPotential {e e1 : ℝ → ℝ} {e2 n : ℝ} (hn : 0 < n)
    (he : ∀ r, 0 < r → HasDerivAt e (e1 r) r) (he1 : HasDerivAt e1 e2 (wignerSeitz n)) :
    HasDerivAt (deriv (energyDensity e))
      (wignerSeitz n / (9 * n) * (wignerSeitz n * e2 - 2 * e1 (wignerSeitz n))) n := by
  have hn' := hn.ne'
  have hr := hasDerivAt_wignerSeitz hn
  have h1 := (he _ (wignerSeitz_pos hn)).comp n hr
  have h2 := he1.comp n hr
  -- differentiate the chemical potential `e - r e' / 3` once more
  have key : HasDerivAt (fun m => e (wignerSeitz m) - wignerSeitz m * e1 (wignerSeitz m) / 3)
      (wignerSeitz n / (9 * n) * (wignerSeitz n * e2 - 2 * e1 (wignerSeitz n))) n := by
    refine (h1.sub ((hr.mul h2).div_const 3)).congr_deriv ?_
    simp only [Function.comp_apply]
    field_simp
    ring
  refine key.congr_of_eventuallyEq ?_
  filter_upwards [Ioi_mem_nhds hn] with m hm
  exact (hasDerivAt_energyDensity he hm).deriv
```

The conclusion is a `HasDerivAt` statement about `deriv (energyDensity e)`, so the second derivative exists and has this value. Without `he1` it may not exist. The curve e(r) = (r − r₀)|r − r₀|, with r₀ > 0, has a slope everywhere, but its chemical potential has a kink at r₀, with different stiffnesses on the two sides.

The proof turns on `congr_of_eventuallyEq`. The function to be differentiated is `deriv (energyDensity e)`, while the function that can be differentiated by the rules is e − r e′/3. The two are known to agree only at positive densities. A derivative at n depends only on values near n, and `Ioi_mem_nhds hn` says that the positive numbers form a neighbourhood of n. `filter_upwards` then takes a nearby density `m`, and the previous theorem supplies the equality there. Equality at n alone would not suffice, since two functions can meet at a point with different slopes.

The same argument works in two dimensions, where r = (πn)^(−1/2) and dr/dn = −r/(2n). The chemical potential is then e − r e′/2, and the stiffness is (r/(4n))(r e″ − e′). This variant rests on the calculation just given, as the file treats three dimensions only.

## Two inverse powers of the radius

For e = T/r² − X/r with constants T and X,

e′ = X/r² − 2T/r³,

e″ = 6T/r⁴ − 2X/r³,

r e″ − 2e′ = 10T/r³ − 4X/r²,

so the stiffness is (10T/r² − 4X/r)/(9n).

```lean
/-- For an energy per electron `T / r² - X / r` the stiffness is
`(10 T / r² - 4 X / r) / (9 n)`. -/
theorem stiffness_inverse_powers (T X : ℝ) {n : ℝ} (hn : 0 < n) :
    stiffness (fun r => T / r ^ 2 - X / r) n =
      (10 * T / wignerSeitz n ^ 2 - 4 * X / wignerSeitz n) / (9 * n) := by
  have p2 (r : ℝ) : HasDerivAt (fun x : ℝ => x ^ 2) (2 * r) r := by
    simpa using hasDerivAt_pow 2 r
  have p3 (r : ℝ) : HasDerivAt (fun x : ℝ => x ^ 3) (3 * r ^ 2) r := by
    simpa using hasDerivAt_pow 3 r
  have d1 : ∀ r : ℝ, 0 < r →
      HasDerivAt (fun x => T / x ^ 2 - X / x) (X / r ^ 2 - 2 * T / r ^ 3) r := by
    intro r hr
    have hr' := hr.ne'
    refine (((hasDerivAt_const r T).fun_div (p2 r) (pow_ne_zero 2 hr')).fun_sub
      ((hasDerivAt_const r X).fun_div (hasDerivAt_id' r) hr')).congr_deriv ?_
    field_simp
    ring
  have hw := (wignerSeitz_pos hn).ne'
  have d2 : HasDerivAt (fun x : ℝ => X / x ^ 2 - 2 * T / x ^ 3)
      (6 * T / wignerSeitz n ^ 4 - 2 * X / wignerSeitz n ^ 3) (wignerSeitz n) := by
    refine (((hasDerivAt_const _ X).fun_div (p2 _) (pow_ne_zero 2 hw)).fun_sub
      ((hasDerivAt_const _ (2 * T)).fun_div (p3 _) (pow_ne_zero 3 hw))).congr_deriv ?_
    field_simp
    ring
  refine (hasDerivAt_chemicalPotential hn d1 d2).deriv.trans ?_
  field_simp
  ring
```

The steps `d1` and `d2` are the two derivatives, and they discharge the hypotheses `he` and `he1`. No sign is imposed on T or X, so X = 0 gives the kinetic-only case.

Inserting T = 3/(10a²) and X = 3/(4πa) gives

kinetic stiffness = 1/(3n a² r²),

exchange contribution = −1/(3πn a r),

total/kinetic = 1 − a r/π.

```lean
/-- The kinetic stiffness is positive, and exchange multiplies it by `1 - a r / π`. -/
theorem stiffness_ratio {n : ℝ} (hn : 0 < n) :
    0 < stiffness kineticEnergy n ∧
      stiffness kineticExchangeEnergy n / stiffness kineticEnergy n =
        1 - gasConst * wignerSeitz n / π := by
  have ha : 0 < gasConst := by unfold gasConst; positivity
  have hw := wignerSeitz_pos hn
  have hk : kineticEnergy = fun r => 3 / (10 * gasConst ^ 2) / r ^ 2 - 0 / r := by
    funext r
    simp only [kineticEnergy]
    ring
  have hx : kineticExchangeEnergy =
      fun r => 3 / (10 * gasConst ^ 2) / r ^ 2 - 3 / (4 * π * gasConst) / r := by
    funext r
    simp only [kineticExchangeEnergy, kineticEnergy]
    ring
  have hK : stiffness kineticEnergy n = 1 / (3 * n * gasConst ^ 2 * wignerSeitz n ^ 2) := by
    rw [hk, stiffness_inverse_powers _ _ hn]
    simp only [mul_zero, zero_div, sub_zero]
    field_simp
    norm_num
  have hS : stiffness kineticExchangeEnergy n =
      1 / (3 * n * gasConst ^ 2 * wignerSeitz n ^ 2) * (1 - gasConst * wignerSeitz n / π) := by
    rw [hx, stiffness_inverse_powers _ _ hn]
    field_simp
    ring
  have hpos : 0 < 1 / (3 * n * gasConst ^ 2 * wignerSeitz n ^ 2) := by positivity
  rw [hS, hK]
  exact ⟨hpos, mul_div_cancel_left₀ _ hpos.ne'⟩
```

The theorem also states that the kinetic stiffness is positive, so the ratio has a nonzero denominator and carries the sign of the total. In the proof, `hk` and `hx` rewrite the two energies as inverse powers, and `hK` and `hS` evaluate their stiffnesses.

The total can be written as

stiffness = (kinetic stiffness) · (a/π) · (π/a − r),

a positive factor times the signed difference between the critical radius π/a, which is about 6.03 bohr, and r.

```lean
/-- With kinetic and exchange energy the stiffness is positive, zero or negative exactly when
the Wigner–Seitz radius is below, at or above `π / a`. -/
theorem stiffness_sign {n : ℝ} (hn : 0 < n) :
    (0 < stiffness kineticExchangeEnergy n ↔ wignerSeitz n < π / gasConst) ∧
    (stiffness kineticExchangeEnergy n = 0 ↔ wignerSeitz n = π / gasConst) ∧
    (stiffness kineticExchangeEnergy n < 0 ↔ π / gasConst < wignerSeitz n) := by
  have ha : 0 < gasConst := by unfold gasConst; positivity
  obtain ⟨hK, hq⟩ := stiffness_ratio hn
  rw [div_eq_iff hK.ne'] at hq
  -- the stiffness is a positive factor times the critical radius minus the actual radius
  have hC : 0 < stiffness kineticEnergy n * (gasConst / π) := by positivity
  have hS : stiffness kineticExchangeEnergy n =
      stiffness kineticEnergy n * (gasConst / π) * (π / gasConst - wignerSeitz n) := by
    rw [hq]
    field_simp
  rw [hS]
  refine ⟨?_, ?_, ?_⟩
  · rw [mul_pos_iff_of_pos_left hC, sub_pos]
  · rw [mul_eq_zero, or_iff_right hC.ne', sub_eq_zero, eq_comm]
  · constructor
    · intro h
      by_contra h'
      have := mul_nonneg hC.le (sub_nonneg.2 (not_lt.1 h'))
      linarith
    · intro h
      exact mul_neg_of_pos_of_neg hC (sub_neg.2 h)
```

The three equivalences read the sign from this factorisation. The exchange contribution to the stiffness is also the factor that multiplies the delta function in position in the exchange kernel of the local density approximation, evaluated here for a uniform, unpolarised gas.

## A radius beyond π/a and a nonzero wave number

The last theorem adds two hypotheses. `hr` places the gas on the dilute side, where the stiffness is negative, and `hq` asks for a potential that varies in space. Write D = q² · stiffness, a new use of the letter, so that D < 0. Then

ε = 1 + 4π/D = (D + 4π)/D,

which is negative exactly when D + 4π > 0, that is, when q² · |stiffness| < 4π.

```lean
/-- With kinetic and exchange energy, and above the radius `π / a`, the long-wavelength dielectric
function at `q ≠ 0` is negative exactly when `q²` times the magnitude of the stiffness is below `4
π`. -/
theorem longWaveDielectric_neg_iff {n q : ℝ} (hn : 0 < n) (hq : q ≠ 0)
    (hr : π / gasConst < wignerSeitz n) :
    longWaveDielectric kineticExchangeEnergy n q < 0 ↔
      q ^ 2 * |stiffness kineticExchangeEnergy n| < 4 * π := by
  have hS := (stiffness_sign hn).2.2.2 hr
  have hD : q ^ 2 * stiffness kineticExchangeEnergy n < 0 :=
    mul_neg_of_pos_of_neg (by positivity) hS
  rw [abs_of_neg hS, mul_neg]
  unfold longWaveDielectric
  generalize q ^ 2 * stiffness kineticExchangeEnergy n = D at hD ⊢
  have h : 1 + 4 * π / D = (D + 4 * π) / D := by
    rw [add_div, div_self hD.ne]
  rw [h, div_neg_iff]
  constructor
  · rintro (⟨h1, _⟩ | ⟨_, h2⟩) <;> linarith
  · intro h1
    exact Or.inl ⟨by linarith, hD⟩

end

end ElectronGasStiffness
```

The proof replaces the product by `D`, combines the fraction and splits on signs with `div_neg_iff`; the case of a positive denominator contradicts D < 0.

Both hypotheses matter. On the dense side, r < π/a, the stiffness is positive and ε exceeds 1 for every q ≠ 0, yet the inequality on the right still holds for small q, so the equivalence fails. At q = 0 Lean's division by zero makes ε equal to 1, while the right-hand inequality reads 0 < 4π.

A negative ε in this model means that a static disturbance that varies slowly in space is overscreened: the total potential has the opposite sign to the applied one. It does not by itself mean that the gas collapses, because the stiffness leaves out the classical Coulomb cost of separating the electrons from their background.

```lean
#print axioms ElectronGasStiffness.wignerSeitz_of_radius
#print axioms ElectronGasStiffness.gasConst_mul_radius_mul_fermi
#print axioms ElectronGasStiffness.longWaveDielectric_neg_iff
```

```
'ElectronGasStiffness.wignerSeitz_of_radius' depends on axioms: [propext, Classical.choice, Quot.sound]
'ElectronGasStiffness.gasConst_mul_radius_mul_fermi' depends on axioms: [propext, Classical.choice, Quot.sound]
'ElectronGasStiffness.longWaveDielectric_neg_iff' depends on axioms: [propext, Classical.choice, Quot.sound]
```
